# From a level J of a linear rotor, the R and P strengths summed over Zeeman states are (J+1)/3 and J/3

We take the line strengths of a rotor as given functions of its quantum numbers, and do not derive them from wavefunctions. A level is a natural number $J$, its Zeeman states are the integers $M$ from $-J$ to $J$, and a strength is the squared matrix element of a direction cosine between the molecular axis and the polarisation of the light, a pure number that multiplies the squared transition moment. For light polarised along $z$, which leaves $M$ unchanged, the strengths of the R line $J\to J+1$ and the P line $J\to J-1$ are

$$R_J(M)=\frac{(J+1)^2-M^2}{(2J+1)(2J+3)},\qquad P_J(M)=\frac{J^2-M^2}{(2J-1)(2J+1)}.$$

The claim is that $\sum_M R_J(M)=(J+1)/3$ and $\sum_M P_J(M)=J/3$. In a simulated vibrational absorption band of a linear molecule, this gives the rotational part of the relative R and P intensities from a common lower level, provided that the Zeeman states of that level are equally populated, that the molecule is a rigid rotor, that neither vibrational state has angular momentum about the molecular axis, and that both lines share one vibrational transition moment, directed along that axis.

## The sums over M

Both results follow from one sum, with $a$ any real number:

$$\sum_{M=-J}^{J}(a-M^2)=(2J+1)\left(a-\frac{J(J+1)}{3}\right).$$

For $J=0$ both sides equal $a$. Passing from $J$ to $J+1$ adds the states $M=\pm(J+1)$, which contribute $2a-2(J+1)^2$. The new total is

$$(2J+3)a-\frac{(J+1)(2J^2+7J+6)}{3}=(2J+3)\left(a-\frac{(J+1)(J+2)}{3}\right),$$

because $2J^2+7J+6=(J+2)(2J+3)$. This is the formula for $J+1$.

With $a=(J+1)^2$ the right side of the sum formula is $(2J+1)(J+1)(2J+3)/3$, and dividing by $(2J+1)(2J+3)$ leaves $(J+1)/3$. With $a=J^2$ it is $(2J+1)J(2J-1)/3$, and dividing by $(2J-1)(2J+1)$ leaves $J/3$.

For $J=1$ the R strengths are $3/15$, $4/15$ and $3/15$ for $M=-1,0,1$, with sum $2/3$. The P strengths are $0$, $1/3$ and $0$, with sum $1/3$. The ratio is 2 to 1.

## Three polarisations and the symmetric top

The two circular polarisations transverse to $z$ change $M$ by $+1$ and by $-1$. For $M\to M+1$ the numerators are $\tfrac12(J+M+1)(J+M+2)$ for R and $\tfrac12(J-M)(J-M-1)$ for P, over the same denominators as before; reversing the sign of $M$ gives $M\to M-1$. Adding the three R numerators gives

$$(J+1)^2-M^2+(J+1)(J+2)+M^2=(J+1)(2J+3),$$

and adding the three P numerators gives

$$J^2-M^2+J(J-1)+M^2=J(2J-1).$$

Each state therefore has total R strength $(J+1)/(2J+1)$ and total P strength $J/(2J+1)$, independent of $M$, and the two add up to 1.

A symmetric top has a further quantum number $K$, the projection of the angular momentum on the top's axis, with $|K|\le J$. In a parallel band $K$ is unchanged. The R and P strengths acquire the factors $((J+1)^2-K^2)/(J+1)^2$ and $(J^2-K^2)/J^2$, and a Q line $J\to J$ appears with strength $K^2M^2/(J(J+1))^2$. Setting $a=0$ in the sum formula gives $\sum_M M^2=J(J+1)(2J+1)/3$, so for $J\ge1$ the sums over $M$ are

$$\frac{(J+1)^2-K^2}{3(J+1)},\qquad \frac{K^2(2J+1)}{3J(J+1)},\qquad \frac{J^2-K^2}{3J}$$

for R, Q and P. Since $\frac1J+\frac1{J+1}=\frac{2J+1}{J(J+1)}$, the terms in $K^2$ cancel in the total, which is $(2J+1)/3$.

## Strengths as real functions in Lean

```lean
import Mathlib

open Finset

namespace HonlLondon

noncomputable section
```

In the definitions, `J : ℕ` is the level and `M : ℤ` the Zeeman state. The cast `(J : ℝ)` comes before any subtraction, so $2J-1$ really is $-1$ at $J=0$.

```lean
/-- Strength of the R line J → J+1 from the state M, for light polarised along z. -/
def rStrength (J : ℕ) (M : ℤ) : ℝ :=
  (((J : ℝ) + 1) ^ 2 - (M : ℝ) ^ 2) / ((2 * (J : ℝ) + 1) * (2 * (J : ℝ) + 3))

/-- Strength of the P line J → J-1 from the state M, for light polarised along z. -/
def pStrength (J : ℕ) (M : ℤ) : ℝ :=
  ((J : ℝ) ^ 2 - (M : ℝ) ^ 2) / ((2 * (J : ℝ) - 1) * (2 * (J : ℝ) + 1))
```

The transverse strengths carry the factor $\tfrac12$ that belongs to normalised circular polarisation vectors.

```lean
/-- Transverse strength of the R line for M → M+1; reversing the sign of M gives M → M-1. -/
def rTransverse (J : ℕ) (M : ℤ) : ℝ :=
  (((J : ℝ) + M + 1) * ((J : ℝ) + M + 2) / 2) / ((2 * (J : ℝ) + 1) * (2 * (J : ℝ) + 3))

/-- Transverse strength of the P line for M → M+1; reversing the sign of M gives M → M-1. -/
def pTransverse (J : ℕ) (M : ℤ) : ℝ :=
  (((J : ℝ) - M) * ((J : ℝ) - M - 1) / 2) / ((2 * (J : ℝ) - 1) * (2 * (J : ℝ) + 1))
```

The three functions for the top take `K : ℤ` as well. `topR` and `topP` are written as a factor in $K$ times the rotor strength.

```lean
/-- R strength in a parallel band (K unchanged) of a symmetric top, for |K| ≤ J. -/
def topR (J : ℕ) (K M : ℤ) : ℝ :=
  (((J : ℝ) + 1) ^ 2 - (K : ℝ) ^ 2) / ((J : ℝ) + 1) ^ 2 * rStrength J M

/-- Q strength (J unchanged) in a parallel band of a symmetric top, for J ≥ 1 and |K| ≤ J. -/
def topQ (J : ℕ) (K M : ℤ) : ℝ :=
  (K : ℝ) ^ 2 / ((J : ℝ) * ((J : ℝ) + 1)) ^ 2 * (M : ℝ) ^ 2

/-- P strength in a parallel band of a symmetric top, for J ≥ 1 and |K| ≤ J. -/
def topP (J : ℕ) (K M : ℤ) : ℝ :=
  ((J : ℝ) ^ 2 - (K : ℝ) ^ 2) / (J : ℝ) ^ 2 * pStrength J M
```

The types do not enforce $|M|\le J$ or $|K|\le J$. The sums over $M$ run over `Icc (-(J : ℤ)) (J : ℤ)`, the integers from $-J$ to $J$, and so contain only physical Zeeman states. The identities that hold for a single $M$ or for a given $K$ are true for all integers, but describe a molecule only within these bounds.

## Induction on the level

```lean
/-- The sum of a - M² over the 2J+1 Zeeman states of a level J. -/
theorem sum_sub_sq (a : ℝ) (J : ℕ) :
    ∑ M ∈ Icc (-(J : ℤ)) (J : ℤ), (a - (M : ℝ) ^ 2) =
      (2 * (J : ℝ) + 1) * (a - (J : ℝ) * ((J : ℝ) + 1) / 3) := by
  induction J with
  | zero => simp
  | succ n ih =>
    -- passing from n to n+1 adds the two outermost states
    have hs : Icc (-((n + 1 : ℕ) : ℤ)) ((n + 1 : ℕ) : ℤ) =
        insert ((n : ℤ) + 1) (insert (-((n : ℤ) + 1)) (Icc (-(n : ℤ)) (n : ℤ))) := by
      ext M
      simp only [mem_insert, mem_Icc]
      omega
    have h1 : (n : ℤ) + 1 ∉ insert (-((n : ℤ) + 1)) (Icc (-(n : ℤ)) (n : ℤ)) := by
      simp only [mem_insert, mem_Icc]
      omega
    have h2 : -((n : ℤ) + 1) ∉ Icc (-(n : ℤ)) (n : ℤ) := by
      simp only [mem_Icc]
      omega
    rw [hs, sum_insert h1, sum_insert h2, ih]
    push_cast
    ring
```

The proof follows the induction above. `hs` writes the larger interval as the smaller one with the two outermost states inserted, while `h1` and `h2` say that these states are new and distinct. `sum_insert` then splits off their two terms, `ih` supplies the smaller sum, and `ring` checks the remaining polynomial identity.

```lean
/-- The factor 2J-1 in the P strengths never vanishes for natural J. -/
theorem two_mul_sub_one_ne_zero (J : ℕ) : 2 * (J : ℝ) - 1 ≠ 0 := by
  intro h
  have h2 : 2 * (J : ℝ) = 1 := by linarith
  have h3 : 2 * J = 1 := by exact_mod_cast h2
  omega
```

Division by the P denominator needs $2J-1\neq0$. If it vanished, $2J=1$ would hold in the natural numbers, which `omega` refutes.

## The rotor sums and their ratio

```lean
/-- Hönl-London sums of a linear rotor: summed over M, the R and P strengths are
(J+1)/3 and J/3, so they stand in the ratio J+1 to J. -/
theorem honl_london_sums (J : ℕ) :
    ∑ M ∈ Icc (-(J : ℤ)) (J : ℤ), rStrength J M = ((J : ℝ) + 1) / 3 ∧
    ∑ M ∈ Icc (-(J : ℤ)) (J : ℤ), pStrength J M = (J : ℝ) / 3 ∧
    (J : ℝ) * ∑ M ∈ Icc (-(J : ℤ)) (J : ℤ), rStrength J M =
      ((J : ℝ) + 1) * ∑ M ∈ Icc (-(J : ℤ)) (J : ℤ), pStrength J M := by
  have hR : ∑ M ∈ Icc (-(J : ℤ)) (J : ℤ), rStrength J M = ((J : ℝ) + 1) / 3 := by
    simp only [rStrength]
    rw [← sum_div, sum_sub_sq, div_eq_iff (by positivity)]
    ring
  have hP : ∑ M ∈ Icc (-(J : ℤ)) (J : ℤ), pStrength J M = (J : ℝ) / 3 := by
    have h1 : 2 * (J : ℝ) + 1 ≠ 0 := by positivity
    simp only [pStrength]
    rw [← sum_div, sum_sub_sq, div_eq_iff (mul_ne_zero (two_mul_sub_one_ne_zero J) h1)]
    ring
  refine ⟨hR, hP, ?_⟩
  rw [hR, hP]
  ring
```

The theorem has three parts: the R sum, the P sum, and the ratio written as $J\sum_M R_J=(J+1)\sum_M P_J$. In this form the ratio also makes sense at $J=0$, where there is no P line and both sides are zero. In the proofs of `hR` and `hP`, `sum_div` takes the common denominator out of the sum, `sum_sub_sq` evaluates the numerator, and `div_eq_iff` clears the denominator. The third part follows by substituting the first two.

Populations of the levels, frequency factors and centrifugal distortion, which also shape measured intensities, do not enter.

## Strength independent of M

```lean
/-- Summed over the three polarisations, the R strength from a state M is (J+1)/(2J+1),
whatever M is. -/
theorem r_isotropic (J : ℕ) (M : ℤ) :
    rStrength J M + rTransverse J M + rTransverse J (-M) =
      ((J : ℝ) + 1) / (2 * (J : ℝ) + 1) := by
  have h : 2 * (J : ℝ) + 3 ≠ 0 := by positivity
  rw [← mul_div_mul_right ((J : ℝ) + 1) (2 * (J : ℝ) + 1) h]
  simp only [rStrength, rTransverse, Int.cast_neg]
  ring

/-- Summed over the three polarisations, the P strength from a state M is J/(2J+1),
whatever M is. -/
theorem p_isotropic (J : ℕ) (M : ℤ) :
    pStrength J M + pTransverse J M + pTransverse J (-M) =
      (J : ℝ) / (2 * (J : ℝ) + 1) := by
  rw [← mul_div_mul_left (J : ℝ) (2 * (J : ℝ) + 1) (two_mul_sub_one_ne_zero J)]
  simp only [pStrength, pTransverse, Int.cast_neg]
  ring
```

Each proof first expands the right-hand side to the denominator of the strengths, by the factor $2J+3$ for R and $2J-1$ for P. What remains is the addition of numerators done above, which `ring` carries out.

```lean
/-- The R and P strengths from any one state M, summed over the three polarisations,
add up to one. -/
theorem strength_closure (J : ℕ) (M : ℤ) :
    (rStrength J M + rTransverse J M + rTransverse J (-M)) +
      (pStrength J M + pTransverse J M + pTransverse J (-M)) = 1 := by
  have h : 2 * (J : ℝ) + 1 ≠ 0 := by positivity
  rw [r_isotropic, p_isotropic, ← add_div, div_eq_iff h]
  ring
```

The closure theorem adds the two results. Physically, the squares of the three direction cosines of the axis sum to 1, and from a rotor level the axis vector connects only to $J+1$ and $J-1$.

## Parallel bands of a symmetric top

```lean
/-- Hönl-London sums over M for the R, Q and P lines in a parallel band of a symmetric top, for J ≥
1, with the denominators cleared. -/
theorem top_branch_sums (J : ℕ) (K : ℤ) (hJ : 0 < J) :
    3 * ((J : ℝ) + 1) * ∑ M ∈ Icc (-(J : ℤ)) (J : ℤ), topR J K M =
      ((J : ℝ) + 1) ^ 2 - (K : ℝ) ^ 2 ∧
    3 * (J : ℝ) * ((J : ℝ) + 1) * ∑ M ∈ Icc (-(J : ℤ)) (J : ℤ), topQ J K M =
      (K : ℝ) ^ 2 * (2 * (J : ℝ) + 1) ∧
    3 * (J : ℝ) * ∑ M ∈ Icc (-(J : ℤ)) (J : ℤ), topP J K M =
      (J : ℝ) ^ 2 - (K : ℝ) ^ 2 := by
  have hJ' : (0 : ℝ) < J := by exact_mod_cast hJ
  obtain ⟨hR, hP, -⟩ := honl_london_sums J
  -- the K dependence factors out of each sum over M
  refine ⟨?_, ?_, ?_⟩
  · have h : ((J : ℝ) + 1) ^ 2 ≠ 0 := by positivity
    simp only [topR]
    rw [← mul_sum, hR]
    linear_combination div_mul_cancel₀ (((J : ℝ) + 1) ^ 2 - (K : ℝ) ^ 2) h
  · have h : ((J : ℝ) * ((J : ℝ) + 1)) ^ 2 ≠ 0 := by positivity
    have hM : ∑ M ∈ Icc (-(J : ℤ)) (J : ℤ), (M : ℝ) ^ 2 =
        (J : ℝ) * ((J : ℝ) + 1) * (2 * (J : ℝ) + 1) / 3 := by
      have h0 := sum_sub_sq 0 J
      simp only [zero_sub, sum_neg_distrib] at h0
      linear_combination -h0
    simp only [topQ]
    rw [← mul_sum, hM]
    linear_combination (2 * (J : ℝ) + 1) * div_mul_cancel₀ ((K : ℝ) ^ 2) h
  · have h : (J : ℝ) ^ 2 ≠ 0 := by positivity
    simp only [topP]
    rw [← mul_sum, hP]
    linear_combination div_mul_cancel₀ ((J : ℝ) ^ 2 - (K : ℝ) ^ 2) h
```

The three parts are the R, Q and P sums multiplied by $3(J+1)$, $3J(J+1)$ and $3J$. The hypothesis `hJ : 0 < J` keeps the denominators of `topQ` and `topP` away from zero. At $J=0$ the only physical value is $K=0$, and the top then has just the R line of the linear rotor.

In each part `mul_sum` takes the $K$ factor out of the sum. The R and P parts then use the rotor sums, and the Q part uses `hM`, which is `sum_sub_sq` at $a=0$ with the sign reversed. The closing `linear_combination` cancels the denominator of the $K$ factor through `div_mul_cancel₀`.

Perpendicular bands, in which $K$ changes by one, have different Hönl–London factors, as the strengths summed over $M$ are called up to normalisation, and are not treated here.

```lean
/-- In a parallel band of a symmetric top the R, Q and P strengths summed over M add up to (2J+1)/3
for every J ≥ 1, whatever K is. -/
theorem top_total_strength (J : ℕ) (K : ℤ) (hJ : 0 < J) :
    ∑ M ∈ Icc (-(J : ℤ)) (J : ℤ), (topR J K M + topQ J K M + topP J K M) =
      (2 * (J : ℝ) + 1) / 3 := by
  have hJ' : (0 : ℝ) < J := by exact_mod_cast hJ
  obtain ⟨hR, hQ, hP⟩ := top_branch_sums J K hJ
  have h : 3 * (J : ℝ) * ((J : ℝ) + 1) ≠ 0 := by positivity
  rw [sum_add_distrib, sum_add_distrib]
  apply mul_left_cancel₀ h
  -- over the common denominator the terms in K² cancel
  linear_combination (J : ℝ) * hR + hQ + ((J : ℝ) + 1) * hP

end

end HonlLondon
```

The proof splits the sum into its three branches and multiplies the equation by $3J(J+1)$. It then adds $J$ times the R result, the Q result, and $J+1$ times the P result. The $K^2$ terms have coefficients $-J$, $2J+1$ and $-(J+1)$, which sum to zero.

```lean
#print axioms HonlLondon.strength_closure
#print axioms HonlLondon.top_total_strength
```

```
'HonlLondon.strength_closure' depends on axioms: [propext, Classical.choice, Quot.sound]
'HonlLondon.top_total_strength' depends on axioms: [propext, Classical.choice, Quot.sound]
```
